# The 4^n Pauli strings form a trace-orthogonal basis of the n-qubit operators

To write a Hamiltonian matrix A on n qubits as a sum of Pauli strings, one can compute the coefficient of each string P as tr(P†A)/2^n. Each coefficient is found separately, with no linear system to solve. This works because different strings are orthogonal under the trace and because there are enough of them to span all matrices. It applies, for example, to a molecular Hamiltonian in a finite orbital basis once it has been encoded as a matrix on finitely many qubits.

## Orthogonality from the multiplication rule

Label the computational basis states by bit strings b in (Z/2)^n, added bit by bit modulo 2, and write z·b for the sum of z_i b_i modulo 2. For bit strings x and z, define

P(x,z)|b⟩ = (−1)^(z·b) |b+x⟩.

On one qubit the four choices give I, X, Z and XZ = −iY. On n qubits, the matrix element ⟨a|P(x,z)|b⟩ is (−1)^(z·b) if a = b+x and 0 otherwise. Both the sign and the condition split over the qubits, so the element is the product of the elements ⟨a_i|X^(x_i) Z^(z_i)|b_i⟩, and P(x,z) is a tensor product of single-qubit matrices.

The claim is that tr(P(x,z)† P(x',z')) equals 2^n if x = x' and z = z', and 0 otherwise. Begin with a product of two strings:

P(x,z) P(x',z')|b⟩ = (−1)^(z'·b) P(x,z)|b+x'⟩
= (−1)^(z'·b + z·b + z·x') |b+x+x'⟩.

Hence

P(x,z) P(x',z') = (−1)^(z·x') P(x+x', z+z').

For the adjoint, ⟨a|P(x,z)†|b⟩ is the complex conjugate of ⟨b|P(x,z)|a⟩. It is non-zero only if b = a+x, which is the same as a = b+x because x+x = 0. Its value is then (−1)^(z·a) = (−1)^(z·b) (−1)^(z·x), so

P(x,z)† = (−1)^(z·x) P(x,z).

Next comes the trace of a single string. If x ≠ 0, no computational basis state is mapped to a multiple of itself, so every diagonal entry is 0 and the trace is 0. If x = 0, the trace is

S = Σ_b (−1)^(z·b).

For z = 0 this is 2^n. For z ≠ 0, choose a qubit i with z_i = 1 and let e be the bit string with a single 1 at i. Replacing b by b+e only reorders the sum, but it reverses every sign. So S = −S, and S = 0.

Combining these results gives

tr(P(x,z)† P(x',z')) = (−1)^(z·x + z·x') tr P(x+x', z+z').

The right side vanishes unless x+x' = 0 and z+z' = 0, that is, unless x = x' and z = z'. In that case the sign is +1 and the trace is 2^n. The strings divided by 2^(n/2) are therefore orthonormal.

Now suppose A = Σ c(x,z) P(x,z). Multiplying by P(x',z')† and taking the trace leaves one term:

tr(P(x',z')† A) = 2^n c(x',z').

If A = 0, every coefficient is 0, so the strings are linearly independent. Their number is 2^n · 2^n = 4^n, the dimension of the space of 2^n by 2^n matrices. They therefore span it, and the same equation gives the coefficients of any A.

Independence requires that each label contributes only one matrix. Add Y to the one-qubit list I, X, Z, XZ. The five matrices are all different, yet Y − iXZ = 0, and tr(Y† XZ) = −2i instead of 0.

## States, signs and strings in Lean

```lean
import Mathlib

open Matrix

namespace PauliStrings

noncomputable section
```

A basis state is a function from the n qubits to `ZMod 2`, so addition of states is already bitwise addition modulo 2.

```lean
/-- Bit strings of length `n`, labelling the computational basis states of `n` qubits. -/
abbrev Bits (n : ℕ) := Fin n → ZMod 2
```

The sign is a function on bits with complex values, which avoids raising −1 to an exponent that is only defined modulo 2.

```lean
/-- The sign `(-1)^a` of a bit `a`. -/
def sgn (a : ZMod 2) : ℂ := if a = 0 then 1 else -1
```

In `pauli x z`, the row index `a` is the outgoing state and the column index `b` the incoming one. The notation `z ⬝ᵥ b` is the scalar product z·b.

```lean
/-- The Pauli string `P(x,z)`, which sends the basis state `b` to `(-1)^(z·b)` times the
basis state `b + x`. -/
def pauli {n : ℕ} (x z : Bits n) : Matrix (Bits n) (Bits n) ℂ :=
  Matrix.of fun a b => if a = b + x then sgn (z ⬝ᵥ b) else 0
```

The single-qubit matrices are defined separately, so that the definition of a string can be compared with the usual Pauli matrices.

```lean
/-- The single-qubit bit flip `X`. -/
def sigmaX : Matrix (ZMod 2) (ZMod 2) ℂ :=
  Matrix.of fun a b => if a = b + 1 then 1 else 0

/-- The single-qubit phase flip `Z`. -/
def sigmaZ : Matrix (ZMod 2) (ZMod 2) ℂ := Matrix.diagonal sgn
```

The first lemma is (−1)^(a+b) = (−1)^a (−1)^b, checked for the four pairs of bits.

```lean
variable {n : ℕ}

/-- The sign of a sum of two bits is the product of their signs. -/
theorem sgn_add (a b : ZMod 2) : sgn (a + b) = sgn a * sgn b := by
  have h : ∀ a : ZMod 2, a = 0 ∨ a = 1 := by decide
  have h11 : (1 : ZMod 2) + 1 = 0 := by decide
  have hne : (1 : ZMod 2) ≠ 0 := by decide
  rcases h a with rfl | rfl <;> rcases h b with rfl | rfl <;>
    first
    | (rw [h11]; simp [sgn, hne])
    | simp [sgn, hne]
```

## Strings as tensor products

The next theorem says that each entry of `pauli x z` is the product over the qubits of the entries of X^(x_i) Z^(z_i), with `.val` turning a bit into an exponent 0 or 1. This fixes the phase convention: a qubit with both bits set carries XZ, not the Hermitian matrix Y. For a string with k such qubits, passing to the convention with Y multiplies the coefficient by (−i)^k, a conversion left to the reader because the file defines no Y.

In the proof, `hX` and `hZ` compute the powers of X and Z, and `h1` combines them into one entry. The fact `hs` turns the sign of a sum into a product of signs by induction. `Finset.prod_ite_zero` then merges the conditions on the separate qubits into the single condition a = b+x.

```lean
/-- Each entry of `P(x,z)` is the product over the qubits of the entries of `X^(x i) Z^(z i)`: the
string is the tensor product of these single-qubit matrices. -/
theorem pauli_eq_tensor (x z a b : Bits n) :
    pauli x z a b =
      ∏ i, (sigmaX ^ (x i).val * sigmaZ ^ (z i).val) (a i) (b i) := by
  have h01 : ∀ a : ZMod 2, a = 0 ∨ a = 1 := by decide
  have hv : (1 : ZMod 2).val = 1 := rfl
  have hX : ∀ x a b : ZMod 2, (sigmaX ^ x.val) a b = if a = b + x then 1 else 0 := by
    intro x a b
    rcases h01 x with rfl | rfl
    · simp [Matrix.one_apply]
    · rw [hv, pow_one]; rfl
  have hZ : ∀ z : ZMod 2, sigmaZ ^ z.val = Matrix.diagonal fun b => sgn (z * b) := by
    intro z
    rcases h01 z with rfl | rfl
    · simp [sgn]
    · rw [hv, pow_one]; simp [sigmaZ]
  -- the sign of the scalar product factorises over the qubits
  have hs : ∀ (s : Finset (Fin n)) (f : Fin n → ZMod 2),
      sgn (∑ i ∈ s, f i) = ∏ i ∈ s, sgn (f i) := by
    intro s f
    induction s using Finset.induction_on with
    | empty => simp [sgn]
    | insert i s hi ih => rw [Finset.sum_insert hi, Finset.prod_insert hi, sgn_add, ih]
  have h1 : ∀ i, (sigmaX ^ (x i).val * sigmaZ ^ (z i).val) (a i) (b i)
      = if a i = b i + x i then sgn (z i * b i) else 0 := by
    intro i
    rw [hZ, Matrix.mul_diagonal, hX, ite_mul, one_mul, zero_mul]
  rw [Finset.prod_congr rfl fun i _ => h1 i, Finset.prod_ite_zero]
  change (if a = b + x then sgn (z ⬝ᵥ b) else 0) = _
  have k : (∀ i ∈ (Finset.univ : Finset (Fin n)), a i = b i + x i) ↔ a = b + x :=
    ⟨fun q => funext fun i => q i (Finset.mem_univ i), fun q i _ => congrFun q i⟩
  by_cases h : a = b + x
  · rw [if_pos h, if_pos (k.mpr h)]
    exact hs _ _
  · rw [if_neg h, if_neg (mt k.mp h)]
```

## Products, adjoints and traces

Matrix multiplication sums over an intermediate state. For two strings only the state b+x' contributes, which is what `Finset.sum_eq_single` expresses. Expanding the scalar products and applying `sgn_add` gives the sign found above.

```lean
/-- The product of two Pauli strings is, up to the sign `(-1)^(z·x')`, the string whose
labels are the sums of the labels. -/
theorem pauli_mul (x z x' z' : Bits n) :
    pauli x z * pauli x' z' = sgn (z ⬝ᵥ x') • pauli (x + x') (z + z') := by
  ext a b
  rw [Matrix.mul_apply, Finset.sum_eq_single (b + x')]
  · have e : b + x' + x = b + (x + x') := by abel
    change (if a = b + x' + x then sgn (z ⬝ᵥ (b + x')) else 0) *
        (if b + x' = b + x' then sgn (z' ⬝ᵥ b) else 0) =
      sgn (z ⬝ᵥ x') * (if a = b + (x + x') then sgn ((z + z') ⬝ᵥ b) else 0)
    rw [if_pos (rfl : b + x' = b + x'), e, dotProduct_add, add_dotProduct, sgn_add, sgn_add]
    split_ifs <;> ring
  · intro c _ hc
    simp [pauli, hc]
  · simp
```

For the adjoint, `flip` says that a = b+x implies b = a+x, and `hstar` says that the signs are real.

```lean
/-- The adjoint of a Pauli string is the same string times the sign `(-1)^(z·x)`. -/
theorem pauli_conjTranspose (x z : Bits n) :
    (pauli x z)ᴴ = sgn (z ⬝ᵥ x) • pauli x z := by
  have hs : x + x = 0 := funext fun i => CharTwo.add_self_eq_zero (x i)
  have flip : ∀ a b : Bits n, a = b + x → b = a + x := by
    rintro a b rfl
    rw [add_assoc, hs, add_zero]
  have hstar : ∀ a, star (sgn a) = sgn a := by
    intro a
    unfold sgn
    split_ifs <;> simp
  ext a b
  change star (if b = a + x then sgn (z ⬝ᵥ a) else 0) =
    sgn (z ⬝ᵥ x) * (if a = b + x then sgn (z ⬝ᵥ b) else 0)
  by_cases h : a = b + x
  · rw [if_pos (flip a b h), if_pos h, hstar, h, dotProduct_add, sgn_add, mul_comm]
  · rw [if_neg (fun k => h (flip b a k)), if_neg h, star_zero, mul_zero]
```

In the sum of signs, `e` is the bit string that flips one qubit where z is 1. The map b ↦ b+e is its own inverse, hence a bijection, and `hsum` records the equation −S = S. The last line solves it for S.

```lean
/-- The signs `(-1)^(z·b)` summed over all basis states `b` give `2^n` if `z = 0` and
cancel otherwise. -/
theorem sum_sgn (z : Bits n) :
    ∑ b : Bits n, sgn (z ⬝ᵥ b) = if z = 0 then (2 : ℂ) ^ n else 0 := by
  by_cases hz : z = 0
  · subst hz
    simp [sgn, ZMod.card]
  · rw [if_neg hz]
    obtain ⟨i, hi⟩ := Function.ne_iff.mp hz
    have h1 : z i = 1 := (by decide : ∀ a : ZMod 2, a ≠ 0 → a = 1) _ hi
    have hne : (1 : ZMod 2) ≠ 0 := by decide
    obtain ⟨e, he⟩ : ∃ e : Bits n, sgn (z ⬝ᵥ e) = -1 := by
      refine ⟨Pi.single i 1, ?_⟩
      rw [dotProduct_single, mul_one, h1]
      simp [sgn, hne]
    have hee : e + e = 0 := funext fun j => CharTwo.add_self_eq_zero (e j)
    -- flipping bit `i` permutes the states and reverses every sign
    have hinv : Function.Involutive (fun b : Bits n => b + e) := by
      intro b
      change b + e + e = b
      rw [add_assoc, hee, add_zero]
    have hsum := hinv.bijective.sum_comp (fun b : Bits n => sgn (z ⬝ᵥ b))
    simp only [dotProduct_add, sgn_add, he] at hsum
    rw [← Finset.sum_mul] at hsum
    linear_combination -hsum / 2
```

The trace of a string follows by the same two cases as before: for x ≠ 0 all diagonal entries are zero, and for x = 0 the trace is the sum of signs.

```lean
/-- The trace of `P(x,z)` is `2^n` if `x = 0` and `z = 0`, and zero otherwise. -/
theorem trace_pauli (x z : Bits n) :
    (pauli x z).trace = if x = 0 ∧ z = 0 then (2 : ℂ) ^ n else 0 := by
  by_cases hx : x = 0
  · subst hx
    have h : (pauli 0 z).trace = ∑ b : Bits n, sgn (z ⬝ᵥ b) := by
      simp [Matrix.trace, pauli]
    rw [h, sum_sgn]
    simp
  · -- a non-trivial shift has no diagonal entries
    rw [if_neg (fun h => hx h.1)]
    exact Finset.sum_eq_zero fun a _ => if_neg (fun h => hx (by simpa using h))
```

## The orthogonality relation and the coefficients

`pauli_orthogonal` is the relation claimed at the start, for every n including 0 and for all four labels. The proof rewrites the adjoint, then the product, then the trace. What remains is that y+y' = 0 forces y = y' (`heq`) and that a sign squares to 1 (`hsq`).

```lean
/-- Orthogonality of Pauli strings: `tr(P(x,z)† P(x',z'))` is `2^n` if the two strings have
the same labels and zero otherwise. -/
theorem pauli_orthogonal (x z x' z' : Bits n) :
    ((pauli x z)ᴴ * pauli x' z').trace = if x = x' ∧ z = z' then (2 : ℂ) ^ n else 0 := by
  have hs : ∀ y : Bits n, y + y = 0 := fun y => funext fun i => CharTwo.add_self_eq_zero (y i)
  have heq : ∀ y y' : Bits n, y + y' = 0 → y = y' := by
    intro y y' h
    calc y = y + y' + y' := by rw [add_assoc, hs, add_zero]
      _ = y' := by rw [h, zero_add]
  have hsq : ∀ a, sgn a * sgn a = 1 := by
    intro a
    unfold sgn
    split_ifs <;> norm_num
  rw [pauli_conjTranspose, Matrix.smul_mul, pauli_mul, Matrix.trace_smul, Matrix.trace_smul,
    trace_pauli]
  by_cases h : x = x' ∧ z = z'
  · obtain ⟨rfl, rfl⟩ := h
    rw [if_pos ⟨hs x, hs z⟩, if_pos ⟨rfl, rfl⟩, smul_smul, hsq, one_smul]
  · rw [if_neg (fun k => h ⟨heq _ _ k.1, heq _ _ k.2⟩), if_neg h, smul_zero, smul_zero]
```

A pair `p` or `q` now stands for a label (x,z), with `q.1` the shift x and `q.2` the phase label z. The function `c` assigns a complex coefficient to each label. Of the traced sum, only the term with label `q` survives.

```lean
/-- Tracing a linear combination of Pauli strings against the adjoint of one string gives
`2^n` times the coefficient of that string. -/
theorem trace_mul_sum (c : Bits n × Bits n → ℂ) (q : Bits n × Bits n) :
    ((pauli q.1 q.2)ᴴ * ∑ p, c p • pauli p.1 p.2).trace = 2 ^ n * c q := by
  rw [Finset.mul_sum, Matrix.trace_sum, Finset.sum_eq_single q]
  · rw [Matrix.mul_smul, Matrix.trace_smul, pauli_orthogonal, if_pos ⟨rfl, rfl⟩, smul_eq_mul,
      mul_comm]
  · intro p _ hp
    rw [Matrix.mul_smul, Matrix.trace_smul, pauli_orthogonal,
      if_neg (fun h => hp (Prod.ext h.1.symm h.2.symm)), smul_zero]
  · intro h
    exact absurd (Finset.mem_univ q) h
```

The independence theorem has two parts: the number of labels is 4^n, and the family indexed by them is linearly independent over the complex numbers. In particular, different labels give different matrices. The proof takes a combination equal to zero, applies `trace_mul_sum`, and cancels the non-zero factor 2^n.

```lean
/-- There are `4^n` labels `(x,z)`, and the Pauli strings they label are linearly independent. -/
theorem pauli_linearIndependent :
    Fintype.card (Bits n × Bits n) = 4 ^ n ∧
      LinearIndependent ℂ (fun p : Bits n × Bits n => pauli p.1 p.2) := by
  constructor
  · have h : Fintype.card (Bits n) = 2 ^ n := by simp [ZMod.card]
    rw [Fintype.card_prod, h, show 4 = 2 * 2 from rfl, mul_pow]
  · refine Fintype.linearIndependent_iff.mpr fun c hc q => ?_
    have h := trace_mul_sum c q
    rw [hc, mul_zero, Matrix.trace_zero] at h
    exact (mul_eq_zero.mp h.symm).resolve_left (pow_ne_zero n two_ne_zero)
```

The expansion holds for every complex matrix `A` on the n-qubit basis, Hermitian or not. It says nothing about how many coefficients are non-zero, which is one of the things that affect the cost of using the expansion. The proof obtains spanning from independence and the dimension count, writes `A` as some combination with coefficients `c`, and identifies each coefficient by the trace formula.

```lean
/-- Every operator `A` on `n` qubits is the sum of all Pauli strings `P` with coefficients
`tr(P† A) / 2^n`. -/
theorem pauli_expansion (A : Matrix (Bits n) (Bits n) ℂ) :
    A = ∑ p : Bits n × Bits n,
      (((pauli p.1 p.2)ᴴ * A).trace / 2 ^ n) • pauli p.1 p.2 := by
  -- as many independent strings as dimensions, so they span
  have hspan := (pauli_linearIndependent (n := n)).2.span_eq_top_of_card_eq_finrank'
    (by rw [Module.finrank_matrix, Module.finrank_self, mul_one, Fintype.card_prod])
  have hA : A ∈ Submodule.span ℂ
      (Set.range fun p : Bits n × Bits n => pauli p.1 p.2) := by
    rw [hspan]
    exact Submodule.mem_top
  obtain ⟨c, rfl⟩ := (Submodule.mem_span_range_iff_exists_fun ℂ).mp hA
  refine Finset.sum_congr rfl fun p _ => ?_
  rw [trace_mul_sum, mul_div_cancel_left₀ _ (pow_ne_zero n two_ne_zero)]

end

end PauliStrings
```

```lean
#print axioms PauliStrings.pauli_eq_tensor
#print axioms PauliStrings.pauli_orthogonal
#print axioms PauliStrings.pauli_expansion
```

```
'PauliStrings.pauli_eq_tensor' depends on axioms: [propext, Classical.choice, Quot.sound]
'PauliStrings.pauli_orthogonal' depends on axioms: [propext, Classical.choice, Quot.sound]
'PauliStrings.pauli_expansion' depends on axioms: [propext, Classical.choice, Quot.sound]
```
